# McConnell's shielding cone for an axially symmetric group in the point-dipole model

Take a group at the origin that can be magnetised only along $z$: a field $B$ along $z$ induces the moment $\Delta\chi\,B$, with $\Delta\chi>0$, and fields along $x$ or $y$ induce nothing. At a nucleus on the $z$ axis, a distance $R$ away, the moment's dipole field is $2\Delta\chi B/R^3$ in Gaussian units. It adds to $B$, so the nucleus is deshielded. On the $x$ axis at the same distance the dipole field is $-\Delta\chi B/R^3$, and the nucleus is shielded. Averaged over three perpendicular field directions, the shieldings are $-2\Delta\chi/(3R^3)$ and $+\Delta\chi/(3R^3)$. The problems below treat a general direction.

In NMR this estimates how a distant, magnetically anisotropic group changes a nuclear shielding, provided that the group acts as a point dipole with a given linear susceptibility. Its spatial extent and the calculation of its susceptibility from electronic structure are not covered.

## Tensors and conventions

Vectors are functions `Fin 3 → ℝ`, tensors are real $3\times3$ matrices, `⬝ᵥ` is the scalar product and `*ᵥ` applies a matrix to a vector. Units are chosen so that the dipole field has no prefactor.

```lean
import Mathlib

open Matrix

namespace McConnellShielding

noncomputable section
```

Let $u$ be the direction from group to nucleus and $R>0$ their distance. The dipole tensor is $T=(3uu^{\mathsf T}-I)/R^3$, where `vecMulVec u u` is $uu^{\mathsf T}$.

```lean
/-- The dipole tensor `(3 u uᵀ - I) / R³` for a separation of length `R` along `u`. -/
def dipoleTensor (u : Fin 3 → ℝ) (R : ℝ) : Matrix (Fin 3) (Fin 3) ℝ :=
  (1 / R ^ 3) • ((3 : ℝ) • vecMulVec u u - 1)
```

The susceptibility $\chi$ gives the induced moment per unit field. For a group whose response is the same in all directions perpendicular to an axis $n$, it is $\chi=\chi_\perp I+\Delta\chi\,nn^{\mathsf T}$, with $\chi_\perp$ and $\Delta\chi$ any real numbers. This is what "symmetry axis" means below; a twofold axis alone does not guarantee it.

```lean
/-- The susceptibility `χ⊥ I + Δχ n nᵀ` of a group with symmetry axis `n`. -/
def axialSusceptibility (χperp Δχ : ℝ) (n : Fin 3 → ℝ) : Matrix (Fin 3) (Fin 3) ℝ :=
  χperp • (1 : Matrix (Fin 3) (Fin 3) ℝ) + Δχ • vecMulVec n n
```

The shielding tensor is $\sigma=-T\chi$, in the convention that the nucleus feels $(I-\sigma)B$.

```lean
/-- The shielding tensor `-T χ` produced at the nucleus by a group of susceptibility `χ`. -/
def shieldingTensor (u : Fin 3 → ℝ) (R : ℝ) (χ : Matrix (Fin 3) (Fin 3) ℝ) :
    Matrix (Fin 3) (Fin 3) ℝ :=
  -(dipoleTensor u R * χ)
```

The isotropic shielding is $\sigma_{\rm iso}=\tfrac13\operatorname{tr}\sigma$, the value left by averaging over orientations in a freely tumbling sample. Lean takes the trace as the definition and does not derive the average.

```lean
/-- The isotropic shielding: one third of the trace of the shielding tensor. -/
def isoShielding (u : Fin 3 → ℝ) (R : ℝ) (χ : Matrix (Fin 3) (Fin 3) ℝ) : ℝ :=
  (shieldingTensor u R χ).trace / 3
```

## (a) The field of a moment

Show that $T$ turns a magnetic moment $m$ into its point-dipole field:
$$Tm=\frac{3(u\cdot m)\,u-m}{R^3}.$$

**Solution.** Since $(uu^{\mathsf T})m=u(u^{\mathsf T}m)=(u\cdot m)u$ and $Im=m$, the result follows by linearity. Lean checks the three components separately with `fin_cases` and closes each with `ring`.

```lean
/-- The dipole tensor applied to a magnetic moment `m` gives the point-dipole field
`(3 (u·m) u - m) / R³`. -/
theorem dipole_field (u m : Fin 3 → ℝ) (R : ℝ) :
    dipoleTensor u R *ᵥ m = (1 / R ^ 3) • ((3 * (u ⬝ᵥ m)) • u - m) := by
  ext i
  fin_cases i <;>
    simp [-mul_eq_mul_left_iff, dipoleTensor, Matrix.mulVec, dotProduct,
      Fin.sum_univ_three, vecMulVec_apply, Matrix.one_apply] <;>
    ring
```

## (b) The field of the induced moment

Show that the moment induced by an external field $B$ produces at the nucleus the field
$$T(\chi B)=-\sigma B.$$

**Solution.** By associativity $T(\chi B)=(T\chi)B$, and $T\chi=-\sigma$. This justifies the sign in the definition of $\sigma$. The rewrite with `Matrix.mulVec_mulVec` is the associativity step.

```lean
/-- The dipole field of the moment `χ B` induced by an external field `B` is `-σ B`,
with `σ` the shielding tensor. -/
theorem induced_field (u B : Fin 3 → ℝ) (R : ℝ) (χ : Matrix (Fin 3) (Fin 3) ℝ) :
    dipoleTensor u R *ᵥ (χ *ᵥ B) = -(shieldingTensor u R χ *ᵥ B) := by
  rw [shieldingTensor, Matrix.neg_mulVec, neg_neg, Matrix.mulVec_mulVec]
```

## (c) An arbitrary susceptibility

For any real matrix $\chi$ and $R\neq0$, show that
$$3R^3\sigma_{\rm iso}=\operatorname{tr}\chi-3\,u\cdot\chi u.$$

**Solution.** In components, $\operatorname{tr}(uu^{\mathsf T}\chi)=\sum_{ij}u_iu_j\chi_{ji}=u\cdot\chi u$. Hence
$$\operatorname{tr}(T\chi)=\frac{3\,u\cdot\chi u-\operatorname{tr}\chi}{R^3}.$$
Multiplying by $-\tfrac13$ gives $\sigma_{\rm iso}$, and multiplying by $3R^3$ gives the claim. In the proof, `h` is the displayed trace and `hR3` cancels $R^3$. Neither needs $u$ to be a unit vector.

```lean
/-- For an arbitrary susceptibility tensor, `3 R³` times the isotropic shielding is
`tr χ - 3 u·χu`. -/
theorem isoShielding_general (u : Fin 3 → ℝ) {R : ℝ} (hR : R ≠ 0)
    (χ : Matrix (Fin 3) (Fin 3) ℝ) :
    3 * R ^ 3 * isoShielding u R χ = χ.trace - 3 * (u ⬝ᵥ χ *ᵥ u) := by
  -- the trace of `T χ`, written out in components
  have h : (dipoleTensor u R * χ).trace
      = (1 / R ^ 3) * (3 * (u ⬝ᵥ χ *ᵥ u) - χ.trace) := by
    simp [-mul_eq_mul_left_iff, dipoleTensor, Matrix.trace, Matrix.mul_apply,
      Matrix.mulVec, dotProduct, Fin.sum_univ_three, vecMulVec_apply, Matrix.one_apply]
    ring
  have hR3 : R ^ 3 * (1 / R ^ 3) = 1 := mul_one_div_cancel (pow_ne_zero 3 hR)
  rw [isoShielding, shieldingTensor, Matrix.trace_neg, h]
  linear_combination (-(3 * (u ⬝ᵥ χ *ᵥ u) - χ.trace)) * hR3
```

## (d) An axial susceptibility

Now let $n$ and $u$ be unit vectors. Show that $\chi_\perp$ drops out:
$$3R^3\sigma_{\rm iso}=\Delta\chi\,\bigl(1-3(n\cdot u)^2\bigr).$$

**Solution.** The two terms needed in (c) are
$$\operatorname{tr}\chi=3\chi_\perp+\Delta\chi,\qquad u\cdot\chi u=\chi_\perp+\Delta\chi(n\cdot u)^2.$$
Subtracting three times the second from the first cancels $3\chi_\perp$. Lean proves these as `ht` and `hq`, still with $n\cdot n$ and $u\cdot u$ in place, and then inserts the unit lengths `hn` and `hu`.

```lean
/-- For an axial group, `3 R³` times the isotropic shielding is `Δχ (1 - 3 (n·u)²)`,
whatever the value of `χ⊥`. -/
theorem isoShielding_axial {n u : Fin 3 → ℝ} (hn : n ⬝ᵥ n = 1) (hu : u ⬝ᵥ u = 1)
    {R : ℝ} (hR : R ≠ 0) (χperp Δχ : ℝ) :
    3 * R ^ 3 * isoShielding u R (axialSusceptibility χperp Δχ n)
      = Δχ * (1 - 3 * (n ⬝ᵥ u) ^ 2) := by
  have ht : (axialSusceptibility χperp Δχ n).trace = 3 * χperp + Δχ * (n ⬝ᵥ n) := by
    simp [-mul_eq_mul_left_iff, axialSusceptibility, Matrix.trace, dotProduct,
      Fin.sum_univ_three, vecMulVec_apply]
    ring
  have hq : u ⬝ᵥ axialSusceptibility χperp Δχ n *ᵥ u
      = χperp * (u ⬝ᵥ u) + Δχ * (n ⬝ᵥ u) ^ 2 := by
    simp [-mul_eq_mul_left_iff, axialSusceptibility, Matrix.mulVec, dotProduct,
      Fin.sum_univ_three, vecMulVec_apply, Matrix.one_apply]
    ring
  -- the two contributions of `χ⊥` cancel because `u` is a unit vector
  rw [isoShielding_general u hR, ht, hq, hn, hu]
  ring
```

## (e) The formula and the cone

For $R>0$, show that
$$\sigma_{\rm iso}=\frac{\Delta\chi\,(1-3(n\cdot u)^2)}{3R^3},$$
and that for $\Delta\chi>0$
$$\sigma_{\rm iso}>0\iff(n\cdot u)^2<\tfrac13.$$

**Solution.** Divide (d) by $3R^3>0$. If $\Delta\chi>0$, the sign of $\sigma_{\rm iso}$ is that of $1-3(n\cdot u)^2$. The boundary is a double cone about $n$ with half-angle $\arccos(1/\sqrt3)\approx54.7^\circ$, and the shielded region lies outside it. For $\Delta\chi<0$, as for a benzene ring with $n$ normal to the ring, the same formula gives the opposite signs, and the shielded region lies inside the cone. In Lean, `mul_pos_iff_of_pos_left` is used twice: read backwards, it inserts the factor $3R^3$ so that (d) applies, and read forwards, it removes $\Delta\chi$. Then `linarith` rearranges the inequality.

```lean
/-- McConnell's formula and shielding cone: the isotropic shielding of an axial group is
`Δχ (1 - 3 (n·u)²) / (3 R³)`, and for `Δχ > 0` it is positive exactly when
`(n·u)² < 1/3`. -/
theorem mcconnell_shielding_cone {n u : Fin 3 → ℝ} (hn : n ⬝ᵥ n = 1) (hu : u ⬝ᵥ u = 1)
    {R : ℝ} (hR : 0 < R) (χperp Δχ : ℝ) :
    isoShielding u R (axialSusceptibility χperp Δχ n)
        = Δχ * (1 - 3 * (n ⬝ᵥ u) ^ 2) / (3 * R ^ 3) ∧
      (0 < Δχ → (0 < isoShielding u R (axialSusceptibility χperp Δχ n) ↔
        (n ⬝ᵥ u) ^ 2 < 1 / 3)) := by
  have e := isoShielding_axial hn hu hR.ne' χperp Δχ
  have hK : 0 < 3 * R ^ 3 := by positivity
  refine ⟨?_, fun hΔ => ?_⟩
  · rw [eq_div_iff hK.ne', mul_comm]
    exact e
  · -- multiplying by `3 R³ > 0` and dividing by `Δχ > 0` preserves the sign
    rw [← mul_pos_iff_of_pos_left hK, e, mul_pos_iff_of_pos_left hΔ]
    constructor <;> intro h <;> linarith
```

## (f) The other two signs

For $\Delta\chi>0$ and $R>0$, show that
$$\sigma_{\rm iso}<0\iff(n\cdot u)^2>\tfrac13,\qquad \sigma_{\rm iso}=0\iff(n\cdot u)^2=\tfrac13.$$

**Solution.** Both follow from (d), because $3R^3$ and $\Delta\chi$ are positive. Lean proves each direction of the first equivalence by contradiction: the opposite inequality would give the two sides of (d) incompatible signs. For the second, `mul_eq_zero` removes the nonzero factor.

```lean
/-- For `Δχ > 0` the isotropic shielding is negative exactly when `(n·u)² > 1/3`, and it
vanishes exactly when `(n·u)² = 1/3`. -/
theorem deshielding_and_magic_angle {n u : Fin 3 → ℝ} (hn : n ⬝ᵥ n = 1)
    (hu : u ⬝ᵥ u = 1) {R : ℝ} (hR : 0 < R) (χperp : ℝ) {Δχ : ℝ} (hΔ : 0 < Δχ) :
    (isoShielding u R (axialSusceptibility χperp Δχ n) < 0 ↔ 1 / 3 < (n ⬝ᵥ u) ^ 2) ∧
      (isoShielding u R (axialSusceptibility χperp Δχ n) = 0 ↔
        (n ⬝ᵥ u) ^ 2 = 1 / 3) := by
  have e := isoShielding_axial hn hu hR.ne' χperp Δχ
  have hK : 0 < 3 * R ^ 3 := by positivity
  refine ⟨⟨fun h => ?_, fun h => ?_⟩, ⟨fun h => ?_, fun h => ?_⟩⟩
  · by_contra hc
    have hc' := le_of_not_gt hc
    have h1 := mul_neg_of_pos_of_neg hK h
    have h2 : 0 ≤ Δχ * (1 - 3 * (n ⬝ᵥ u) ^ 2) := mul_nonneg hΔ.le (by linarith)
    linarith
  · by_contra hc
    have h1 := mul_nonneg hK.le (le_of_not_gt hc)
    have h2 : Δχ * (1 - 3 * (n ⬝ᵥ u) ^ 2) < 0 :=
      mul_neg_of_pos_of_neg hΔ (by linarith)
    linarith
  · rw [h, mul_zero] at e
    have h1 := (mul_eq_zero.mp e.symm).resolve_left hΔ.ne'
    linarith
  · rw [h] at e
    have h1 : 3 * R ^ 3 * isoShielding u R (axialSusceptibility χperp Δχ n) = 0 := by
      rw [e]
      ring
    exact (mul_eq_zero.mp h1).resolve_left hK.ne'
```

## (g) Vanishing in every direction

Fix $n$ and $R>0$. Show that
$$\sigma_{\rm iso}=0\ \text{for every unit vector }u\iff\Delta\chi=0.$$

**Solution.** If the shielding always vanishes, choose $u=n$. Then (d) reads $0=\Delta\chi(1-3)=-2\Delta\chi$, so $\Delta\chi=0$. Conversely, $\Delta\chi=0$ makes the formula in (e) zero for every $u$. The Lean proof makes the same choice by passing `n` and `hn` to the hypothesis `h`.

```lean
/-- At a fixed distance, the isotropic shielding of an axial group vanishes in every
direction if and only if its susceptibility anisotropy `Δχ` is zero. -/
theorem shielding_vanishes_iff_isotropic {n : Fin 3 → ℝ} (hn : n ⬝ᵥ n = 1)
    {R : ℝ} (hR : 0 < R) (χperp Δχ : ℝ) :
    (∀ u : Fin 3 → ℝ, u ⬝ᵥ u = 1 →
      isoShielding u R (axialSusceptibility χperp Δχ n) = 0) ↔ Δχ = 0 := by
  constructor
  · intro h
    -- a nucleus on the symmetry axis already detects the anisotropy
    have e := isoShielding_axial hn hn hR.ne' χperp Δχ
    rw [h n hn, hn] at e
    linarith
  · intro h u hu
    rw [(mcconnell_shielding_cone hn hu hR χperp Δχ).1, h, zero_mul, zero_div]

end

end McConnellShielding
```

```lean
#print axioms McConnellShielding.induced_field
#print axioms McConnellShielding.mcconnell_shielding_cone
#print axioms McConnellShielding.deshielding_and_magic_angle
#print axioms McConnellShielding.shielding_vanishes_iff_isotropic
```

```
'McConnellShielding.induced_field' depends on axioms: [propext, Classical.choice, Quot.sound]
'McConnellShielding.mcconnell_shielding_cone' depends on axioms: [propext, Classical.choice, Quot.sound]
'McConnellShielding.deshielding_and_magic_angle' depends on axioms: [propext, Classical.choice, Quot.sound]
'McConnellShielding.shielding_vanishes_iff_isotropic' depends on axioms: [propext, Classical.choice, Quot.sound]
```
